# An antiunitary symmetry of a two-band Hamiltonian with real on-site spin coupling between the bands

The theorem `hamiltonian_invariant` concerns a one-particle matrix $H$ on finitely many sites, with two bands and spin one-half. Within the bands the hopping is given by arbitrary real matrices $A$ and $B$ and does not act on spin, while between the bands a real field $\varphi_a$ couples on each site to the Pauli matrix $\sigma_a$. The claim is that $U\overline{H} = HU$ for $U = \tau_z \otimes i\sigma_y$, where $\tau_z$ is $+1$ on the first band and $-1$ on the second, so that $H$ commutes with the antiunitary map $UK$, $K$ being complex conjugation. The proof compares matrix entries, uses `kramers_apply` to reduce each product with $U$ to a sum over spin, and then checks every combination of bands and spins with `simp` and `ring`.

An attempt in Lean 4 with a fault in it:

```lean
import Mathlib

open Matrix
open scoped Kronecker

namespace HamiltonianInvariant

noncomputable section

variable {n o : Type*} [Fintype n] [DecidableEq n] [Fintype o] [DecidableEq o]

/-- The three Pauli matrices. -/
def pauli : Fin 3 → Matrix (Fin 2) (Fin 2) ℂ :=
  ![!![0, 1; 1, 0], !![0, -Complex.I; Complex.I, 0], !![1, 0; 0, -1]]

/-- The real spin matrix `i σ_y`. -/
def spinFlip : Matrix (Fin 2) (Fin 2) ℂ := !![0, 1; -1, 0]

/-- The diagonal of `τ_z`: plus one on the first band, minus one on the second. -/
def bandSign : n ⊕ n → ℂ := Sum.elim (fun _ => 1) (fun _ => -1)

/-- The matrix `diag(s) ⊗ i σ_y` on orbitals and spin. -/
def kramers (s : o → ℂ) : Matrix (o × Fin 2) (o × Fin 2) ℂ := diagonal s ⊗ₖ spinFlip

/-- The two-band Hamiltonian: hopping `A ⊗ 1` and `B ⊗ 1` within the bands, and
the coupling `∑ a, diag(φ a) ⊗ σ a` between them. -/
def hamiltonian (A B : Matrix n n ℝ) (φ : Fin 3 → n → ℝ) :
    Matrix ((n ⊕ n) × Fin 2) ((n ⊕ n) × Fin 2) ℂ :=
  (fromBlocks A 0 0 B).map Complex.ofReal ⊗ₖ (1 : Matrix (Fin 2) (Fin 2) ℂ) +
    ∑ a, (fromBlocks 0 (diagonal (φ a)) (diagonal (φ a)) 0).map Complex.ofReal ⊗ₖ pauli a

/-- The matrix `M` commutes with the antilinear map `U K`. -/
def TInvariant (U M : Matrix o o ℂ) : Prop := U * M.map (starRingEnd ℂ) = M * U

/-- The matrix `diag(s) ⊗ i σ_y` acts within each orbital, from the left and from the right. -/
theorem kramers_apply (s : o → ℂ) (v : o × Fin 2 → ℂ) (i : o) (σ : Fin 2) :
    (kramers s *ᵥ v) (i, σ) = s i * ∑ ρ, spinFlip σ ρ * v (i, ρ) ∧
    (v ᵥ* kramers s) (i, σ) = s i * ∑ ρ, v (i, ρ) * spinFlip ρ σ := by
  constructor
  · change ∑ p, kramers s (i, σ) p * v p = _
    rw [Fintype.sum_prod_type, Finset.sum_eq_single i]
    · rw [Finset.mul_sum]
      refine Finset.sum_congr rfl fun ρ _ => ?_
      simp only [kramers, kroneckerMap_apply, diagonal_apply_eq]
      ring
    · intro k _ hk
      simp [kramers, Matrix.diagonal_apply_ne _ hk.symm]
    · simp
  · change ∑ p, v p * kramers s p (i, σ) = _
    rw [Fintype.sum_prod_type, Finset.sum_eq_single i]
    · rw [Finset.mul_sum]
      refine Finset.sum_congr rfl fun ρ _ => ?_
      simp only [kramers, kroneckerMap_apply, diagonal_apply_eq]
      ring
    · intro k _ hk
      simp [kramers, Matrix.diagonal_apply_ne _ hk]
    · simp

/-- The spin-fermion Hamiltonian satisfies the matrix form of time-reversal invariance. -/
theorem hamiltonian_invariant (A B : Matrix n n ℝ) (φ : Fin 3 → n → ℝ) :
    TInvariant (kramers bandSign) (hamiltonian A B φ) := by
  unfold TInvariant
  ext ⟨i, σ⟩ ⟨j, τ⟩
  change (kramers bandSign *ᵥ fun r => starRingEnd ℂ (hamiltonian A B φ r (j, τ))) (i, σ) =
    (hamiltonian A B φ (i, σ) ᵥ* kramers bandSign) (j, τ)
  rw [(kramers_apply _ _ _ _).1, (kramers_apply _ _ _ _).2]
  rcases i with i | i <;> rcases j with j | j <;>
    simp only [hamiltonian, Fin.sum_univ_three, Fin.sum_univ_two, Matrix.add_apply,
      kroneckerMap_apply, Matrix.map_apply, fromBlocks_apply₁₁, fromBlocks_apply₁₂,
      fromBlocks_apply₂₁, fromBlocks_apply₂₂] <;>
    fin_cases σ <;> fin_cases τ <;> simp [pauli, spinFlip, bandSign] <;> ring

end

end HamiltonianInvariant
```

The compiler's answer:

```
Try this:
  [apply] ring_nf
  
  The `ring` tactic failed to close the goal. Use `ring_nf` to obtain a normal form.
    
  Note that `ring` works primarily in *commutative* rings. If you have a noncommutative ring, abelian group or module, consider using `noncomm_ring`, `abel` or `module` instead.
Try this:
  [apply] ring_nf
  
  The `ring` tactic failed to close the goal. Use `ring_nf` to obtain a normal form.
    
  Note that `ring` works primarily in *commutative* rings. If you have a noncommutative ring, abelian group or module, consider using `noncomm_ring`, `abel` or `module` instead.
Try this:
  [apply] ring_nf
  
  The `ring` tactic failed to close the goal. Use `ring_nf` to obtain a normal form.
    
  Note that `ring` works primarily in *commutative* rings. If you have a noncommutative ring, abelian group or module, consider using `noncomm_ring`, `abel` or `module` instead.
Try this:
  [apply] ring_nf
  
  The `ring` tactic failed to close the goal. Use `ring_nf` to obtain a normal form.
    
  Note that `ring` works primarily in *commutative* rings. If you have a noncommutative ring, abelian group or module, consider using `noncomm_ring`, `abel` or `module` instead.
Main.lean:61:57: error: unsolved goals
case inl.inl.«0».«1»
n : Type u_1
inst✝¹ : Fintype n
inst✝ : DecidableEq n
A B : Matrix n n ℝ
φ : Fin 3 → n → ℝ
i j : n
⊢ (starRingEnd ℂ) (1 (Sum.inl i, 1).2 (Sum.inl j, (fun i => i) ⟨1, ⋯⟩).2) =
      1 (Sum.inl i, (fun i => i) ⟨0, ⋯⟩).2 (Sum.inl j, 0).2 ∨
    A i j = 0

case inl.inl.«1».«0»
n : Type u_1
inst✝¹ : Fintype n
inst✝ : DecidableEq n
A B : Matrix n n ℝ
φ : Fin 3 → n → ℝ
i j : n
⊢ (starRingEnd ℂ) (1 (Sum.inl i, 0).2 (Sum.inl j, (fun i => i) ⟨0, ⋯⟩).2) =
      1 (Sum.inl i, (fun i => i) ⟨1, ⋯⟩).2 (Sum.inl j, 1).2 ∨
    A i j = 0

case inr.inr.«0».«1»
n : Type u_1
inst✝¹ : Fintype n
inst✝ : DecidableEq n
A B : Matrix n n ℝ
φ : Fin 3 → n → ℝ
i j : n
⊢ (starRingEnd ℂ) (1 (Sum.inr i, 1).2 (Sum.inr j, (fun i => i) ⟨1, ⋯⟩).2) =
      1 (Sum.inr i, (fun i => i) ⟨0, ⋯⟩).2 (Sum.inr j, 0).2 ∨
    B i j = 0

case inr.inr.«1».«0»
n : Type u_1
inst✝¹ : Fintype n
inst✝ : DecidableEq n
A B : Matrix n n ℝ
φ : Fin 3 → n → ℝ
i j : n
⊢ (starRingEnd ℂ) (1 (Sum.inr i, 0).2 (Sum.inr j, (fun i => i) ⟨0, ⋯⟩).2) =
      1 (Sum.inr i, (fun i => i) ⟨1, ⋯⟩).2 (Sum.inr j, 1).2 ∨
    B i j = 0
```

What went wrong. The error lists four goals that remain open, all within a band and with opposite outer spins. In each, the hopping entry has been split off as the alternative `A i j = 0` or `B i j = 0`, and what is left to show is that two entries of the spin identity matrix agree, one of them conjugated. Both are diagonal entries, hence equal to 1, but the `simp` call did not evaluate them. Their indices are still written in different forms, such as `1` and `(fun i => i) ⟨1, ⋯⟩`.

The four "Try this" messages say that `ring` failed to close a goal. It can't help here, because the goals are disjunctions and what they need is the value of a matrix entry, which is not a matter of ring algebra. The suggested `ring_nf` would not supply that value either.

The repair gives `simp` the lemma `Matrix.one_apply`, which writes an entry of the identity matrix as 1 if its indices are equal and 0 otherwise. `simp` can then decide the equality of the concrete spin indices and finish. With no goals left for it, `ring` is dropped as mere tidying, and the added comment and the line break don't affect the proof.

Fix (accepted with no message):

```diff
@@ -65,9 +65,11 @@
     (hamiltonian A B φ (i, σ) ᵥ* kramers bandSign) (j, τ)
   rw [(kramers_apply _ _ _ _).1, (kramers_apply _ _ _ _).2]
+  -- the signs of τ_z and of the reversed spin cancel in the interband blocks
   rcases i with i | i <;> rcases j with j | j <;>
     simp only [hamiltonian, Fin.sum_univ_three, Fin.sum_univ_two, Matrix.add_apply,
       kroneckerMap_apply, Matrix.map_apply, fromBlocks_apply₁₁, fromBlocks_apply₁₂,
       fromBlocks_apply₂₁, fromBlocks_apply₂₂] <;>
-    fin_cases σ <;> fin_cases τ <;> simp [pauli, spinFlip, bandSign] <;> ring
+    fin_cases σ <;> fin_cases τ <;>
+    simp [pauli, spinFlip, bandSign, Matrix.one_apply]
 
 end
```
